# For real q ≠ 0, the kink states are a basis of the zero-energy space of the open XXZ kink chain

## Why do non-commuting bonds leave a zero-energy state at every magnetisation?

Take two spins and the projector onto e(01) − q e(10), where 1 is an up spin and q is real and nonzero. Three independent states have zero energy: e(00), e(11) and e(10) + q e(01). With a third spin, a second projector acts on the next pair, and the two don't commute. Why does every magnetisation still have a zero-energy state, and could a longer chain have several at the same magnetisation?

## Each bond fixes one ratio of amplitudes, and the ratios agree

With one up spin on three sites, the bonds require ψ(010) = q ψ(100) and ψ(001) = q ψ(010). The amplitudes of 100, 010, 001 are therefore 1, q, q², up to a common factor. The same happens at every length.

Let the sites be 0, …, n. Let s be a configuration, with s_j = 1 for an up spin at site j and s_j = 0 for a down spin, and let s′ be s with the spins on bond i (sites i and i+1) exchanged. Write v(01) = 1, v(10) = −q, v(00) = v(11) = 0. The overlap and the projector are

O_i(s) = v(s_i s_{i+1}) ψ(s) + v(s_{i+1} s_i) ψ(s′)

(P_i ψ)(s) = v(s_i s_{i+1}) O_i(s) / (1+q²).

Since v(01)² + v(10)² = 1+q², P_i ψ has the same overlap as ψ, so P_i² = P_i. In spin operators, H = Σ_i P_i satisfies

(1+q²) H = Σ_i [(1+q²)(1/4 − Sᶻ_i Sᶻ_{i+1}) − q(S⁺_i S⁻_{i+1} + S⁻_i S⁺_{i+1})] + ½(1−q²)(Sᶻ_n − Sᶻ_0).

This is an XXZ chain whose field terms have telescoped to the ends. The Lean file works with the projectors directly.

**Zero energy.** For one bond,

(1+q²)⟨ψ, P_i ψ⟩ = Σ_s ψ(s)* v(s_i s_{i+1}) O_i(s).

Relabel s as s′, use O_i(s′) = O_i(s), and add the two forms. Summed over bonds, this gives

2(1+q²)⟨ψ, Hψ⟩ = Σ_i Σ_s |O_i(s)|².

So Hψ = 0 forces every overlap to vanish, and the converse is immediate. The condition is ψ(..01..) = q ψ(..10..) on every bond.

**Solutions.** Let M(s) = Σ_j j s_j, and let K_m(s) = q^M(s) when s has m up spins, and 0 otherwise. Turning 10 into 01 keeps m and raises M by one, so K_m solves the condition.

Conversely, for a solution ψ, the ratio ψ(s)/q^M(s) is unchanged by neighbour exchanges. These generate all permutations, so the ratio depends only on m, and ψ is a combination of the K_m. Each m = 0, …, n+1 occurs and the supports are disjoint, so the K_m are independent and the dimension is n+2.

**The statement in Lean.** `Config n` is the set of configurations on n+1 sites, a state is a function `Config n → ℂ`, and `moment` is M. For real `q ≠ 0`, `kink_basis` states that the `kink q m` with m = 0, …, n+1 are linearly independent, that they span the kernel of `hamiltonian`, and that this kernel has dimension `n + 2`. A single site, with no bonds, is included.

The kinks are unnormalised; the unit vector is K_m / √(Σ q^(2M(s))), summed over configurations with m up spins. Counting sites from 1 only multiplies K_m by q^m. The theorem says nothing about the gap or the infinite chain. For this finite chain with these boundary fields, it gives exact diagonalisation a known ground-state degeneracy to reproduce.

```lean
import Mathlib

open scoped ComplexConjugate

namespace XXZKinkStates

noncomputable section

/-- Spin configurations on the sites `0, …, n` of an open chain; `true` is an up spin (1). -/
abbrev Config (n : ℕ) := Fin (n + 1) → Bool

variable {n : ℕ}

/-- Exchange of the two spins on bond `i`, which joins the sites `i` and `i + 1`. -/
def exchange (i : Fin n) (s : Config n) : Config n := s ∘ Equiv.swap i.castSucc i.succ

/-- The components of the two-site vector `e(01) - q e(10)`. -/
def bondVec (q : ℝ) : Bool → Bool → ℂ
  | false, true => 1
  | true, false => -(q : ℂ)
  | false, false => 0
  | true, true => 0

/-- For antiparallel spins on bond `i`, the overlap of `ψ` with `e(01) - q e(10)` there,
the other spins being fixed as in `s`; for parallel spins it is zero. -/
def overlap (q : ℝ) (i : Fin n) (ψ : Config n → ℂ) (s : Config n) : ℂ :=
  bondVec q (s i.castSucc) (s i.succ) * ψ s
    + bondVec q (s i.succ) (s i.castSucc) * ψ (exchange i s)

/-- The projector onto `e(01) - q e(10)` on bond `i`, acting as the identity elsewhere. -/
def bondProj (q : ℝ) (i : Fin n) : (Config n → ℂ) →ₗ[ℂ] (Config n → ℂ) where
  toFun ψ s := bondVec q (s i.castSucc) (s i.succ) * overlap q i ψ s / (1 + (q : ℂ) ^ 2)
  map_add' ψ φ := by
    funext s
    simp only [overlap, Pi.add_apply]
    ring
  map_smul' c ψ := by
    funext s
    simp only [overlap, Pi.smul_apply, smul_eq_mul, RingHom.id_apply]
    ring

/-- The kink Hamiltonian: the sum of the bond projectors along the open chain. -/
def hamiltonian (q : ℝ) : (Config n → ℂ) →ₗ[ℂ] (Config n → ℂ) := ∑ i, bondProj q i

/-- The number of up spins, which fixes the magnetisation. -/
def upCount (s : Config n) : ℕ := Fintype.card {j // s j = true}

/-- The sum of the positions of the up spins, `∑ j s_j`. -/
def moment (s : Config n) : ℕ := ∑ j : Fin (n + 1), (j : ℕ) * (s j).toNat

/-- The kink state with `m` up spins: amplitude `q ^ (∑ j s_j)` in that sector, zero outside. -/
def kink (q : ℝ) (m : ℕ) (s : Config n) : ℂ :=
  if upCount s = m then (q : ℂ) ^ moment s else 0

/-- An exchange swaps the two spins of its bond, and doing it twice changes nothing. -/
theorem exchange_spec (i : Fin n) (s : Config n) :
    exchange i s i.castSucc = s i.succ ∧ exchange i s i.succ = s i.castSucc ∧
      exchange i (exchange i s) = s := by
  refine ⟨by simp [exchange], by simp [exchange], ?_⟩
  funext j
  simp [exchange]

/-- The quadratic form `⟨ψ, H ψ⟩`, multiplied by `2 (1 + q²)`, is the sum of the squared absolute
values of the overlaps, over all bonds and configurations. -/
theorem energy_eq (q : ℝ) (ψ : Config n → ℂ) :
    2 * (1 + (q : ℂ) ^ 2) * ∑ s, conj (ψ s) * hamiltonian q ψ s =
      ((∑ i, ∑ s, ‖overlap q i ψ s‖ ^ 2 : ℝ) : ℂ) := by
  have hq : (1 + (q : ℂ) ^ 2) ≠ 0 := by
    exact_mod_cast (by positivity : (1 + q ^ 2 : ℝ) ≠ 0)
  have hv : ∀ a b, conj (bondVec q a b) = bondVec q a b := by
    intro a b
    cases a <;> cases b <;> simp [bondVec]
  have hs : ∑ s, conj (ψ s) * hamiltonian q ψ s =
      ∑ i, ∑ s, conj (ψ s) * bondProj q i ψ s := by
    simp only [hamiltonian, LinearMap.sum_apply, Finset.sum_apply, Finset.mul_sum]
    exact Finset.sum_comm
  rw [hs, Finset.mul_sum, Complex.ofReal_sum]
  refine Finset.sum_congr rfl fun i _ => ?_
  let g : Config n → ℂ := fun s =>
    conj (ψ s) * (bondVec q (s i.castSucc) (s i.succ) * overlap q i ψ s)
  have e : (1 + (q : ℂ) ^ 2) * ∑ s, conj (ψ s) * bondProj q i ψ s = ∑ s, g s := by
    rw [Finset.mul_sum]
    refine Finset.sum_congr rfl fun s _ => ?_
    simp only [g, bondProj, LinearMap.coe_mk, AddHom.coe_mk]
    field_simp
  -- pair every configuration with its exchanged partner
  have hg : ∑ s, g (exchange i s) = ∑ s, g s :=
    Equiv.sum_comp (Function.Involutive.toPerm (exchange i)
      (fun s => (exchange_spec i s).2.2)) g
  have f : ∑ s, g s + ∑ s, g (exchange i s) = ((∑ s, ‖overlap q i ψ s‖ ^ 2 : ℝ) : ℂ) := by
    rw [← Finset.sum_add_distrib, Complex.ofReal_sum]
    refine Finset.sum_congr rfl fun s _ => ?_
    obtain ⟨h1, h2, h3⟩ := exchange_spec i s
    rw [Complex.sq_norm, ← Complex.mul_conj]
    simp only [g, overlap, h1, h2, h3, map_add, map_mul, hv]
    ring
  linear_combination 2 * e + f - hg

/-- A state has `H ψ = 0` exactly when its overlap vanishes on every bond. -/
theorem ground_iff (q : ℝ) (ψ : Config n → ℂ) :
    hamiltonian q ψ = 0 ↔ ∀ i s, overlap q i ψ s = 0 := by
  constructor
  · intro h i s
    have hE := energy_eq q ψ
    rw [h] at hE
    simp only [Pi.zero_apply, mul_zero, Finset.sum_const_zero] at hE
    have n1 : ∀ i ∈ (Finset.univ : Finset (Fin n)), 0 ≤ ∑ s, ‖overlap q i ψ s‖ ^ 2 :=
      fun i _ => by positivity
    have n2 : ∀ s ∈ (Finset.univ : Finset (Config n)), 0 ≤ ‖overlap q i ψ s‖ ^ 2 :=
      fun s _ => by positivity
    have a := (Finset.sum_eq_zero_iff_of_nonneg n1).mp
      (Complex.ofReal_eq_zero.mp hE.symm) i (Finset.mem_univ i)
    simpa using (Finset.sum_eq_zero_iff_of_nonneg n2).mp a s (Finset.mem_univ s)
  · intro h
    funext s
    simp [hamiltonian, bondProj, h]

/-- The overlap on a bond vanishes exactly when the amplitudes before and after the exchange
satisfy `ψ(s') q ^ s_(i+1) = ψ(s) q ^ s_i`. -/
theorem overlap_eq_zero_iff (q : ℝ) (i : Fin n) (ψ : Config n → ℂ) (s : Config n) :
    overlap q i ψ s = 0 ↔ ψ (exchange i s) * (q : ℂ) ^ (s i.succ).toNat =
      ψ s * (q : ℂ) ^ (s i.castSucc).toNat := by
  have same : s i.castSucc = s i.succ → exchange i s = s := by
    intro he
    funext j
    simp only [exchange, Function.comp_apply, Equiv.swap_apply_def]
    split_ifs with a b
    · rw [a, he]
    · rw [b, he]
    · rfl
  cases hx : s i.castSucc <;> cases hy : s i.succ <;>
    simp only [overlap, hx, hy, bondVec, Bool.toNat_true, Bool.toNat_false, pow_one, pow_zero]
  · simp [same (hx.trans hy.symm)]
  · constructor <;> intro h <;> linear_combination -h
  · constructor <;> intro h <;> linear_combination h
  · simp [same (hx.trans hy.symm)]

/-- An exchange keeps the number of up spins and changes `∑ j s_j` by `s_i - s_(i+1)`. -/
theorem exchange_counts (i : Fin n) (s : Config n) :
    upCount (exchange i s) = upCount s ∧
      moment (exchange i s) + (s i.succ).toNat = moment s + (s i.castSucc).toNat := by
  refine ⟨Fintype.card_congr
    (Equiv.subtypeEquiv (Equiv.swap i.castSucc i.succ) fun _ => Iff.rfl), ?_⟩
  have e : moment (exchange i s) =
      ∑ j, ((Equiv.swap i.castSucc i.succ j : Fin (n + 1)) : ℕ) * (s j).toNat := by
    have h := Equiv.sum_comp (Equiv.swap i.castSucc i.succ)
      (fun j => (j : ℕ) * (exchange i s j).toNat)
    simp only [exchange, Function.comp_apply, Equiv.swap_apply_self] at h
    exact h.symm
  have a : ∑ j, (if j = i.succ then (s j).toNat else 0) = (s i.succ).toNat := by simp
  have b : ∑ j, (if j = i.castSucc then (s j).toNat else 0) = (s i.castSucc).toNat := by simp
  have hne : i.castSucc ≠ i.succ := by simp [Fin.ext_iff]
  have hv : (i.succ : ℕ) = (i.castSucc : ℕ) + 1 := by simp
  rw [e, ← a, ← b, moment, ← Finset.sum_add_distrib, ← Finset.sum_add_distrib]
  refine Finset.sum_congr rfl fun j _ => ?_
  by_cases h1 : j = i.castSucc
  · subst h1
    rw [Equiv.swap_apply_left, if_neg hne, if_pos rfl, hv]
    ring
  · by_cases h2 : j = i.succ
    · subst h2
      rw [Equiv.swap_apply_right, if_pos rfl, if_neg hne.symm, hv]
      ring
    · rw [Equiv.swap_apply_of_ne_of_ne h1 h2, if_neg h2, if_neg h1]

/-- Every kink state is annihilated by the Hamiltonian. -/
theorem kink_ground (q : ℝ) (m : ℕ) : hamiltonian q (kink (n := n) q m) = 0 := by
  rw [ground_iff]
  intro i s
  obtain ⟨c, w⟩ := exchange_counts i s
  rw [overlap_eq_zero_iff]
  simp only [kink, c]
  split_ifs
  · rw [← pow_add, ← pow_add, w]
  · simp

/-- For `q ≠ 0`, the amplitudes of a zero-energy state at equal magnetisation are in the ratio
of the weights `q ^ (∑ j s_j)`. -/
theorem ground_ratio {q : ℝ} (hq : q ≠ 0) {ψ : Config n → ℂ} (hψ : hamiltonian q ψ = 0)
    {s t : Config n} (h : upCount s = upCount t) :
    ψ s * (q : ℂ) ^ moment t = ψ t * (q : ℂ) ^ moment s := by
  have hp : ∀ k : ℕ, (q : ℂ) ^ k ≠ 0 := fun k => pow_ne_zero k (Complex.ofReal_ne_zero.mpr hq)
  let φ : Config n → ℂ := fun u => ψ u / (q : ℂ) ^ moment u
  -- the rescaled amplitude is invariant under neighbour exchanges
  have inv : ∀ (i : Fin n) (u : Config n), φ (exchange i u) = φ u := by
    intro i u
    have a := (overlap_eq_zero_iff q i ψ u).mp ((ground_iff q ψ).mp hψ i u)
    have w : (q : ℂ) ^ moment (exchange i u) * (q : ℂ) ^ (u i.succ).toNat =
        (q : ℂ) ^ moment u * (q : ℂ) ^ (u i.castSucc).toNat := by
      rw [← pow_add, ← pow_add, (exchange_counts i u).2]
    refine (div_eq_div_iff (hp _) (hp _)).mpr (mul_right_cancel₀ (hp (u i.castSucc).toNat) ?_)
    linear_combination (q : ℂ) ^ moment (exchange i u) * a - ψ (exchange i u) * w
  -- neighbour exchanges generate all permutations of the sites
  have perm : ∀ (σ : Equiv.Perm (Fin (n + 1))) (u : Config n), φ (u ∘ σ) = φ u := by
    intro σ
    have hσ : σ ∈ Submonoid.closure
        (Set.range fun i : Fin n => Equiv.swap i.castSucc i.succ) := by
      rw [Equiv.Perm.mclosure_swap_castSucc_succ]
      trivial
    induction hσ using Submonoid.closure_induction with
    | mem x hx =>
      obtain ⟨i, rfl⟩ := hx
      exact fun u => inv i u
    | one => exact fun u => rfl
    | mul x y _ _ hx hy => exact fun u => (hy (u ∘ x)).trans (hx u)
  have hf : ∀ u : Config n, upCount u + Fintype.card {j // u j = false} = n + 1 := by
    intro u
    have k := Fintype.card_congr (Equiv.sigmaFiberEquiv u)
    rw [Fintype.card_sigma, Fintype.sum_bool, Fintype.card_fin] at k
    exact k
  have hc : ∀ c, Fintype.card {j // s j = c} = Fintype.card {j // t j = c} := by
    intro c
    cases c
    · have a := hf s
      have b := hf t
      omega
    · exact h
  let σ : Equiv.Perm (Fin (n + 1)) :=
    Equiv.ofFiberEquiv (fun c => Fintype.equivOfCardEq (hc c))
  have hts : t ∘ σ = s := funext fun j => Equiv.ofFiberEquiv_map _ j
  have hφ : φ s = φ t := by rw [← hts, perm σ t]
  exact (div_eq_div_iff (hp _) (hp _)).mp hφ

/-- For real `q ≠ 0`, the kink states with `0, …, n + 1` up spins form a basis of the kernel of
the Hamiltonian on `n + 1` sites, which has dimension `n + 2`. -/
theorem kink_basis {q : ℝ} (hq : q ≠ 0) :
    LinearIndependent ℂ (fun m : Fin (n + 2) => kink (n := n) q m) ∧
    Submodule.span ℂ (Set.range fun m : Fin (n + 2) => kink (n := n) q m) =
      LinearMap.ker (hamiltonian (n := n) q) ∧
    Module.finrank ℂ (LinearMap.ker (hamiltonian (n := n) q)) = n + 2 := by
  have hp : ∀ k : ℕ, (q : ℂ) ^ k ≠ 0 := fun k => pow_ne_zero k (Complex.ofReal_ne_zero.mpr hq)
  -- every sector contains a configuration
  have ex : ∀ m : Fin (n + 2), ∃ s : Config n, upCount s = m := by
    intro m
    have hm : (m : ℕ) ≤ (Finset.univ : Finset (Fin (n + 1))).card := by
      rw [Finset.card_univ, Fintype.card_fin]
      exact Nat.le_of_lt_succ m.isLt
    obtain ⟨t, -, ht⟩ := Finset.exists_subset_card_eq hm
    exact ⟨fun j => decide (j ∈ t), (Fintype.card_of_subtype t fun j => by simp).trans ht⟩
  choose r hr using ex
  -- on a given configuration only one kink state contributes
  have ev : ∀ (g : Fin (n + 2) → ℂ) (s : Config n) (m : Fin (n + 2)), upCount s = m →
      (∑ k : Fin (n + 2), g k • kink (n := n) q k) s = g m * (q : ℂ) ^ moment s := by
    intro g s m h
    rw [Finset.sum_apply, Finset.sum_eq_single m]
    · simp [kink, h]
    · intro k _ hk
      have h' : upCount s ≠ k := fun e => hk (Fin.ext (e.symm.trans h))
      simp [kink, h']
    · exact fun h' => absurd (Finset.mem_univ _) h'
  have li : LinearIndependent ℂ (fun m : Fin (n + 2) => kink (n := n) q m) := by
    rw [Fintype.linearIndependent_iff]
    intro g hg m
    have h := congrFun hg (r m)
    rw [ev g (r m) m (hr m), Pi.zero_apply] at h
    exact (mul_eq_zero.mp h).resolve_right (hp _)
  have sp : Submodule.span ℂ (Set.range fun m : Fin (n + 2) => kink (n := n) q m) =
      LinearMap.ker (hamiltonian (n := n) q) := by
    apply le_antisymm
    · rw [Submodule.span_le]
      rintro _ ⟨m, rfl⟩
      exact LinearMap.mem_ker.mpr (kink_ground q m)
    · intro ψ hψ
      have hexp : ψ = ∑ m : Fin (n + 2),
          (ψ (r m) / (q : ℂ) ^ moment (r m)) • kink (n := n) q m := by
        funext s
        have hlt : upCount s < n + 2 := Nat.lt_succ_of_le
          ((Fintype.card_subtype_le _).trans_eq (Fintype.card_fin _))
        rw [ev (fun m => ψ (r m) / (q : ℂ) ^ moment (r m)) s ⟨upCount s, hlt⟩ rfl,
          div_mul_eq_mul_div, eq_div_iff (hp _)]
        exact ground_ratio hq (LinearMap.mem_ker.mp hψ) (hr ⟨upCount s, hlt⟩).symm
      rw [hexp]
      exact Submodule.sum_mem _ fun m _ =>
        Submodule.smul_mem _ _ (Submodule.subset_span ⟨m, rfl⟩)
  refine ⟨li, sp, ?_⟩
  rw [← sp, finrank_span_eq_card li, Fintype.card_fin]

end

end XXZKinkStates
```

```lean
#print axioms XXZKinkStates.kink_basis
```

```
'XXZKinkStates.kink_basis' depends on axioms: [propext, Classical.choice, Quot.sound]
```

**The proof in Lean.** `energy_eq` is the sum of squares, with `Equiv.sum_comp` doing the relabelling. `ground_iff` then uses that a vanishing sum of nonnegative terms has vanishing terms. `overlap_eq_zero_iff` puts the four spin cases into one equation, and `exchange_counts` tracks m and M; together they give `kink_ground`.

In `ground_ratio`, `φ` is the rescaled amplitude. `inv` shows its invariance under neighbour exchanges, and `perm` extends this to all permutations by induction on products of exchanges. `Equiv.ofFiberEquiv` supplies a permutation between two configurations with equal m. In `kink_basis`, `r` picks one configuration per sector, and `ev` evaluates a combination of kinks at any configuration. Used at the configurations `r m`, it yields independence; used at an arbitrary configuration together with `ground_ratio`, it shows that every zero-energy state is a combination of kinks.

**At q = 0** the basis claim fails already on two sites. The configuration 11 has M = 1, so K_2 is the zero vector, although e(11) has zero energy. The kernel still has dimension 3, but the kinks no longer span it.
